# Where the ground energy of a finite Hermitian H₀ + sV is affine in s, interior ground states are common eigenvectors of H₀ and V

States are vectors \(\psi\in\mathbb C^n\) over a finite basis, which the type `n` labels. They must be nonzero but need not be normalised. The matrices \(H_0\) and \(V\) act on them, and the coupling \(s\) is real.

In Lean 4 with Mathlib:

```lean
import Mathlib

open Matrix
open scoped ComplexOrder

namespace AffineGroundEnergy

variable {n : Type*} [Fintype n] [DecidableEq n]
```

`IsEigenvector A E ψ` says that \(\psi\neq0\) and \(A\psi=E\psi\), with \(E\) real. This loses nothing for Hermitian matrices.

```lean
/-- The nonzero state `ψ` is an eigenvector of `A` with real eigenvalue `E`. -/
def IsEigenvector (A : Matrix n n ℂ) (E : ℝ) (ψ : n → ℂ) : Prop :=
  ψ ≠ 0 ∧ A *ᵥ ψ = (E : ℂ) • ψ
```

The ground energy is defined as the infimum of the real eigenvalues.

```lean
/-- The ground energy of a Hermitian matrix of positive size: the infimum of its real
eigenvalues. -/
noncomputable def groundEnergy (A : Matrix n n ℂ) : ℝ :=
  sInf {E : ℝ | ∃ ψ, IsEigenvector A E ψ}
```

A ground state is any eigenvector at that energy, so degeneracy is allowed.

```lean
/-- A ground state is an eigenvector whose eigenvalue is the ground energy. -/
def IsGroundState (A : Matrix n n ℂ) (ψ : n → ℂ) : Prop :=
  IsEigenvector A (groundEnergy A) ψ
```

The Hamiltonian is \(H(s)=H_0+sV\), and \(e(s)\) denotes its ground energy. One may think of \(s\) as a field strength and \(V\) as the observable to which the field couples.

```lean
/-- The Hamiltonian `H0 + s V` with real coupling `s`. -/
def hamiltonian (H0 V : Matrix n n ℂ) (s : ℝ) : Matrix n n ℂ :=
  H0 + (s : ℂ) • V
```

## Energies measured from the ground level

The spectral theorem gives a Hermitian matrix an orthonormal eigenbasis, hence an eigenvector for each listed eigenvalue.

```lean
/-- The spectral theorem supplies an eigenvector for each listed eigenvalue of a
Hermitian matrix. -/
theorem exists_eigenvector {A : Matrix n n ℂ} (hA : A.IsHermitian) (i : n) :
    ∃ ψ, IsEigenvector A (hA.eigenvalues i) ψ := by
  refine ⟨(hA.eigenvectorBasis i).ofLp, fun h => ?_, ?_⟩
  · apply hA.eigenvectorBasis.orthonormal.ne_zero i
    ext j
    exact congrFun h j
  · exact (hA.mulVec_eigenvectorBasis i).trans (by ext j; simp)
```

A finite matrix has finitely many eigenvalues. If its size is positive and it is Hermitian, the set of real eigenvalues is also nonempty, so the infimum is attained: it is the lowest eigenvalue.

```lean
/-- For a Hermitian matrix of positive size the ground energy is an eigenvalue, and no
real eigenvalue lies below it. -/
theorem groundEnergy_isLeast [Nonempty n] {A : Matrix n n ℂ} (hA : A.IsHermitian) :
    IsLeast {E : ℝ | ∃ ψ, IsEigenvector A E ψ} (groundEnergy A) := by
  -- a finite matrix has finitely many eigenvalues
  have hfin : {E : ℝ | ∃ ψ, IsEigenvector A E ψ}.Finite := by
    refine ((Module.End.finite_spectrum (Matrix.toLin' A)).preimage
      Complex.ofReal_injective.injOn).subset ?_
    rintro E ⟨ψ, h0, h⟩
    exact (Module.End.hasEigenvalue_of_hasEigenvector (x := ψ)
      ⟨Module.End.mem_eigenspace_iff.2 (by rw [Matrix.toLin'_apply]; exact h),
        h0⟩).mem_spectrum
  have hne : {E : ℝ | ∃ ψ, IsEigenvector A E ψ}.Nonempty :=
    ⟨_, exists_eigenvector hA (Classical.arbitrary n)⟩
  exact ⟨hne.csInf_mem hfin, fun E hE => csInf_le hfin.bddBelow hE⟩
```

Let \(E_0\) be the ground energy of \(A\). If \((A-E_0)\psi=\lambda\psi\), then \(A\psi=(\lambda+E_0)\psi\), so \(\lambda+E_0\ge E_0\) and \(\lambda\ge0\). Thus \(A-E_0\) is positive semidefinite.

```lean
/-- A Hermitian matrix measured from its ground energy is positive semidefinite. -/
theorem posSemidef_sub_groundEnergy {A : Matrix n n ℂ} (hA : A.IsHermitian) :
    (A - (groundEnergy A : ℂ) • (1 : Matrix n n ℂ)).PosSemidef := by
  have hB : (A - (groundEnergy A : ℂ) • (1 : Matrix n n ℂ)).IsHermitian := by
    unfold Matrix.IsHermitian
    rw [conjTranspose_sub, hA.eq, conjTranspose_smul, conjTranspose_one]
    simp
  refine hB.posSemidef_iff_eigenvalues_nonneg.2 fun i => ?_
  have : Nonempty n := ⟨i⟩
  obtain ⟨ψ, h0, h⟩ := exists_eigenvector hB i
  rw [Matrix.sub_mulVec, Matrix.smul_mulVec, Matrix.one_mulVec, sub_eq_iff_eq_add] at h
  have hle : groundEnergy A ≤ hB.eigenvalues i + groundEnergy A :=
    (groundEnergy_isLeast hA).2 ⟨ψ, h0, by rw [h, Complex.ofReal_add, add_smul]⟩
  show (0 : ℝ) ≤ hB.eigenvalues i
  linarith
```

This applies to every \(H(s)\), because \((H_0+sV)^\dagger=H_0+sV\) for real \(s\).

```lean
omit [Fintype n] [DecidableEq n] in
/-- For Hermitian `H0` and `V` the Hamiltonian is Hermitian at every real coupling. -/
theorem hamiltonian_isHermitian {H0 V : Matrix n n ℂ} (h0 : H0.IsHermitian)
    (hV : V.IsHermitian) (s : ℝ) : (hamiltonian H0 V s).IsHermitian := by
  unfold Matrix.IsHermitian hamiltonian
  rw [conjTranspose_add, conjTranspose_smul, h0.eq, hV.eq]
  simp
```

## Touching the chord

Since \(H(s)\) is affine in \(s\) and the weights \(1-t\) and \(t\) sum to one, for any real \(\alpha,\beta\)
\[
(1-t)\,(H(a)-\alpha)\psi+t\,(H(b)-\beta)\psi
=H\big((1-t)a+tb\big)\psi-\big((1-t)\alpha+t\beta\big)\psi .
\]
After the matrix products are expanded, the tactic `module` confirms the identity.

```lean
/-- Mixing the Hamiltonians at couplings `a` and `b`, measured from energies `α` and `β`,
gives the Hamiltonian at the mixed coupling, measured from the mixed energy. -/
theorem chord_identity (H0 V : Matrix n n ℂ) (a b t α β : ℝ) (ψ : n → ℂ) :
    ((1 - t : ℝ) : ℂ) • ((hamiltonian H0 V a - (α : ℂ) • (1 : Matrix n n ℂ)) *ᵥ ψ)
      + (t : ℂ) • ((hamiltonian H0 V b - (β : ℂ) • (1 : Matrix n n ℂ)) *ᵥ ψ)
    = hamiltonian H0 V ((1 - t) * a + t * b) *ᵥ ψ
      - (((1 - t) * α + t * β : ℝ) : ℂ) • ψ := by
  simp only [hamiltonian, Matrix.sub_mulVec, Matrix.add_mulVec, Matrix.smul_mulVec,
    Matrix.one_mulVec]
  push_cast
  module
```

Now set \(\alpha=e(a)\), \(\beta=e(b)\) and \(0<t<1\), and write \(P_a=H(a)-e(a)\), \(P_b=H(b)-e(b)\). Suppose that \(e\) meets its chord at \((1-t)a+tb\) and that \(\psi\) is a ground state there. The right-hand side vanishes, and the inner product with \(\psi\) gives
\[
(1-t)\,\psi^\dagger P_a\psi+t\,\psi^\dagger P_b\psi=0 .
\]
Both terms are nonnegative and both weights are positive, so both expectation values are zero; this is the step `aux`.

The proof turns on Mathlib's `dotProduct_mulVec_zero_iff`, which passes from \(\psi^\dagger P\psi=0\) to \(P\psi=0\). For a general Hermitian matrix this fails: \(\sigma_z\) has zero expectation in \((1,1)/\sqrt2\) but does not annihilate it. A positive semidefinite \(P\) can be written as \(B^\dagger B\), so \(\psi^\dagger P\psi=\|B\psi\|^2\); if this is zero, then \(B\psi=0\) and \(P\psi=0\). Hence \(\psi\) is a ground state at both \(a\) and \(b\).

```lean
/-- If the ground energy touches its chord at one point strictly between `a` and `b`, every
ground state there is a ground state at both `a` and `b` (`H0`, `V` Hermitian). -/
theorem groundState_of_chord {H0 V : Matrix n n ℂ} (h0 : H0.IsHermitian)
    (hV : V.IsHermitian) {a b t : ℝ} (ht0 : 0 < t) (ht1 : t < 1)
    (hchord : groundEnergy (hamiltonian H0 V ((1 - t) * a + t * b))
      = (1 - t) * groundEnergy (hamiltonian H0 V a) + t * groundEnergy (hamiltonian H0 V b))
    {ψ : n → ℂ} (hψ : IsGroundState (hamiltonian H0 V ((1 - t) * a + t * b)) ψ) :
    IsGroundState (hamiltonian H0 V a) ψ ∧ IsGroundState (hamiltonian H0 V b) ψ := by
  obtain ⟨hne, h⟩ := hψ
  have hP := posSemidef_sub_groundEnergy (hamiltonian_isHermitian h0 hV a)
  have hQ := posSemidef_sub_groundEnergy (hamiltonian_isHermitian h0 hV b)
  have key := chord_identity H0 V a b t (groundEnergy (hamiltonian H0 V a))
    (groundEnergy (hamiltonian H0 V b)) ψ
  rw [← hchord, h, sub_self] at key
  have hsum := congrArg (fun v => star ψ ⬝ᵥ v) key
  simp only [dotProduct_add, dotProduct_smul, smul_eq_mul, dotProduct_zero] at hsum
  -- two nonnegative numbers with a vanishing positive mixture both vanish
  have aux : ∀ x y : ℂ, 0 ≤ x → 0 ≤ y →
      ((1 - t : ℝ) : ℂ) * x + (t : ℂ) * y = 0 → x = 0 ∧ y = 0 := by
    intro x y hx hy hxy
    obtain ⟨hx1, hx2⟩ := Complex.nonneg_iff.1 hx
    obtain ⟨hy1, hy2⟩ := Complex.nonneg_iff.1 hy
    have hr := congrArg Complex.re hxy
    rw [Complex.add_re, Complex.re_ofReal_mul, Complex.re_ofReal_mul, Complex.zero_re] at hr
    have p1 := mul_nonneg (sub_pos.2 ht1).le hx1
    have p2 := mul_nonneg ht0.le hy1
    have q1 : (1 - t) * x.re = 0 := by linarith
    have q2 : t * y.re = 0 := by linarith
    exact ⟨Complex.ext ((mul_eq_zero.1 q1).resolve_left (sub_pos.2 ht1).ne') hx2.symm,
      Complex.ext ((mul_eq_zero.1 q2).resolve_left ht0.ne') hy2.symm⟩
  obtain ⟨hx, hy⟩ := aux _ _ (hP.dotProduct_mulVec_nonneg ψ)
    (hQ.dotProduct_mulVec_nonneg ψ) hsum
  have ka := (hP.dotProduct_mulVec_zero_iff ψ).1 hx
  have kb := (hQ.dotProduct_mulVec_zero_iff ψ).1 hy
  rw [Matrix.sub_mulVec, Matrix.smul_mulVec, Matrix.one_mulVec, sub_eq_zero] at ka kb
  exact ⟨⟨hne, ka⟩, ⟨hne, kb⟩⟩
```

The same argument yields concavity, a neighbouring result which the code does not state. Without the chord assumption, the inner product of the identity with a ground state \(\psi\) at the mixed coupling reads
\[
\big[e((1-t)a+tb)-(1-t)e(a)-t\,e(b)\big]\|\psi\|^2
=(1-t)\,\psi^\dagger P_a\psi+t\,\psi^\dagger P_b\psi\ge0 .
\]

## Intercept and slope as eigenvalues

Let \(e(s)=c+ds\) on \([a,b]\), and let \(\psi\) be a ground state at some \(s\) with \(a<s<b\). With \(t=(s-a)/(b-a)\) the chord condition holds, so
\[
(H_0+aV)\psi=(c+da)\psi,\qquad (H_0+bV)\psi=(c+db)\psi .
\]
Subtraction gives \((b-a)(V\psi-d\psi)=0\), hence \(V\psi=d\psi\). The first equation then gives \(H_0\psi=c\psi\).

```lean
/-- If the ground energy of `H0 + s V` (`H0`, `V` Hermitian) equals `c + d s` on `[a, b]`,
every ground state at an interior coupling is a common eigenvector: of `H0` with
eigenvalue `c` and of `V` with eigenvalue `d`. -/
theorem common_eigenvector_of_affine {H0 V : Matrix n n ℂ} (h0 : H0.IsHermitian)
    (hV : V.IsHermitian) {a b c d : ℝ}
    (haff : ∀ s ∈ Set.Icc a b, groundEnergy (hamiltonian H0 V s) = c + d * s)
    {s : ℝ} (hs : s ∈ Set.Ioo a b) {ψ : n → ℂ} (hψ : IsGroundState (hamiltonian H0 V s) ψ) :
    IsEigenvector H0 c ψ ∧ IsEigenvector V d ψ := by
  have hab : 0 < b - a := by linarith [hs.1, hs.2]
  obtain ⟨t, ht0, ht1, rfl⟩ : ∃ t : ℝ, 0 < t ∧ t < 1 ∧ s = (1 - t) * a + t * b := by
    have hd : (s - a) / (b - a) * (b - a) = s - a := div_mul_cancel₀ _ hab.ne'
    exact ⟨(s - a) / (b - a), div_pos (by linarith [hs.1]) hab,
      (div_lt_one hab).2 (by linarith [hs.2]), by linear_combination -hd⟩
  have ea := haff a ⟨le_refl a, by linarith⟩
  have eb := haff b ⟨by linarith, le_refl b⟩
  obtain ⟨⟨hne, ga⟩, ⟨-, gb⟩⟩ := groundState_of_chord h0 hV ht0 ht1
    (by rw [haff _ ⟨hs.1.le, hs.2.le⟩, ea, eb]; ring) hψ
  rw [ea] at ga
  rw [eb] at gb
  simp only [hamiltonian, Matrix.add_mulVec, Matrix.smul_mulVec] at ga gb
  push_cast at ga gb
  -- the difference of the two endpoint equations isolates `V`
  have hba : (b : ℂ) - a ≠ 0 := by exact_mod_cast hab.ne'
  have hz : ((b : ℂ) - a) • (V *ᵥ ψ - (d : ℂ) • ψ) = 0 := by
    linear_combination (norm := module) gb - ga
  have hv : V *ᵥ ψ = (d : ℂ) • ψ := sub_eq_zero.1 ((smul_eq_zero.1 hz).resolve_left hba)
  exact ⟨⟨hne, by linear_combination (norm := module) ga - (a : ℂ) • hv⟩, ⟨hne, hv⟩⟩
```

In a finite model with one linear coupling, an exactly straight stretch of the ground energy therefore means that \(V\) has the sharp value \(d\) in every interior ground state. The theorem does not address the thermodynamic limit.

If \(H_0\) and \(V\) have positive size and share no eigenvector, no such stretch exists: a ground state at the midpoint \((a+b)/2\) would be a shared one.

```lean
/-- If the Hermitian matrices `H0` and `V`, of positive size, have no common eigenvector, the ground
energy of `H0 + s V` is not affine on any interval of positive length. -/
theorem not_affine_of_no_common_eigenvector [Nonempty n] {H0 V : Matrix n n ℂ}
    (h0 : H0.IsHermitian) (hV : V.IsHermitian)
    (hno : ¬ ∃ ψ c d, IsEigenvector H0 c ψ ∧ IsEigenvector V d ψ) {a b : ℝ} (hab : a < b) :
    ¬ ∃ c d : ℝ, ∀ s ∈ Set.Icc a b, groundEnergy (hamiltonian H0 V s) = c + d * s := by
  rintro ⟨c, d, haff⟩
  obtain ⟨ψ, hψ⟩ := (groundEnergy_isLeast (hamiltonian_isHermitian h0 hV ((a + b) / 2))).1
  exact hno ⟨ψ, c, d, common_eigenvector_of_affine h0 hV haff
    ⟨by linarith, by linarith⟩ hψ⟩
```

## A degenerate endpoint

Take \(H_0=0\) and \(V=\mathrm{diag}(0,1)\). The levels are \(0\) and \(s\), so \(e(s)=0\) on \([0,1]\). They cross at \(s=0\), where \(H=0\) and every nonzero vector is a ground state. One of them is \((1,1)/\sqrt2\), written without the factor \(1/\sqrt2\) as `![1, 1]`; since \(V(1,1)^T=(0,1)^T\), it is not an eigenvector of \(V\). The conclusion can therefore fail at an endpoint.

To show that no level lies below zero, the proof takes \(E<0\) and reads off \(E\psi_0=0\) and \((s-E)\psi_1=0\), which force \(\psi=0\).

```lean
/-- For `H0 = 0` and `V = diag(0, 1)` the ground energy of `H0 + s V` vanishes on `[0, 1]`, yet
`(1, 1)` is a ground state at `s = 0` and not an eigenvector of `V`. -/
theorem endpoint_counterexample :
    (∀ s ∈ Set.Icc (0 : ℝ) 1,
      groundEnergy (hamiltonian 0 !![(0 : ℂ), 0; 0, 1] s) = 0) ∧
    IsGroundState (hamiltonian 0 !![(0 : ℂ), 0; 0, 1] 0) ![1, 1] ∧
    ¬ ∃ d : ℝ, IsEigenvector !![(0 : ℂ), 0; 0, 1] d ![1, 1] := by
  have hE : ∀ s ∈ Set.Icc (0 : ℝ) 1,
      groundEnergy (hamiltonian 0 !![(0 : ℂ), 0; 0, 1] s) = 0 := by
    intro s hs
    unfold groundEnergy
    apply IsLeast.csInf_eq
    constructor
    · refine ⟨![1, 0], fun h => ?_, ?_⟩
      · simpa using congrFun h 0
      · ext i
        fin_cases i <;> simp [hamiltonian, Matrix.mulVec, dotProduct, Fin.sum_univ_two]
    · rintro E ⟨ψ, hne, h⟩
      have h1 : (E : ℂ) * ψ 0 = 0 := by
        simpa [hamiltonian, Matrix.mulVec, dotProduct, Fin.sum_univ_two]
          using (congrFun h 0).symm
      have h2 : (s : ℂ) * ψ 1 = E * ψ 1 := by
        simpa [hamiltonian, Matrix.mulVec, dotProduct, Fin.sum_univ_two] using congrFun h 1
      by_contra hlt
      have hneg : E < 0 := not_le.1 hlt
      have e1 : (E : ℂ) ≠ 0 := by exact_mod_cast hneg.ne
      have e2 : (s : ℂ) - E ≠ 0 := by
        have : s - E ≠ 0 := (sub_pos.2 (hneg.trans_le hs.1)).ne'
        exact_mod_cast this
      have h3 : ((s : ℂ) - E) * ψ 1 = 0 := by linear_combination h2
      apply hne
      ext i
      fin_cases i
      · exact (mul_eq_zero.1 h1).resolve_left e1
      · exact (mul_eq_zero.1 h3).resolve_left e2
  refine ⟨hE, ⟨fun h => ?_, ?_⟩, ?_⟩
  · simpa using congrFun h 0
  · rw [hE 0 ⟨le_refl 0, zero_le_one⟩]
    simp [hamiltonian]
  · rintro ⟨d, -, h⟩
    have h1 : (0 : ℂ) = d := by
      simpa [Matrix.mulVec, dotProduct, Fin.sum_univ_two] using congrFun h 0
    have h2 : (1 : ℂ) = d := by
      simpa [Matrix.mulVec, dotProduct, Fin.sum_univ_two] using congrFun h 1
    exact zero_ne_one (h1.trans h2.symm)

end AffineGroundEnergy
```

```lean
#print axioms AffineGroundEnergy.not_affine_of_no_common_eigenvector
-- 'AffineGroundEnergy.not_affine_of_no_common_eigenvector' depends on axioms: [propext, Classical.choice, Quot.sound]
#print axioms AffineGroundEnergy.endpoint_counterexample
-- 'AffineGroundEnergy.endpoint_counterexample' depends on axioms: [propext, Classical.choice, Quot.sound]
```
